# The free-space potential of a continuous one-channel density inside a sphere meets zero with zero slope at the surface exactly when its multipole moment vanishes

The density is the radial factor of one angular channel $L$, continuous on the closed interval $[0,R]$. The potential is the one produced by the charge inside the sphere alone, with the convention that it vanishes at infinity; values of the density outside the sphere are left unrestricted and play no part, so the slope of the potential at the sphere is a derivative from inside. The continuation by zero is a separate function, equal to the potential for $r\le R$ and to $0$ for $r>R$.

```lean
import Mathlib

open Set Filter Topology

namespace MultipoleZeroContinuation

noncomputable section

/-- The multipole moment of order `L` of a radial density `n` in a sphere of radius `R`. -/
def moment (L : ℕ) (R : ℝ) (n : ℝ → ℝ) : ℝ :=
  ∫ s in (0 : ℝ)..R, s ^ (L + 2) * n s

/-- The radial electrostatic potential of order `L` at `0 < r ≤ R`, produced by the density
`n` inside the sphere of radius `R`. -/
def potential (L : ℕ) (R : ℝ) (n : ℝ → ℝ) (r : ℝ) : ℝ :=
  4 * Real.pi / (2 * L + 1) *
    ((∫ s in (0 : ℝ)..r, s ^ (L + 2) * n s) / r ^ (L + 1) +
      r ^ L * ∫ s in r..R, s ^ (1 - (L : ℤ)) * n s)

/-- The potential inside the sphere, continued by zero outside. -/
def continued (L : ℕ) (R : ℝ) (n : ℝ → ℝ) (r : ℝ) : ℝ :=
  if r ≤ R then potential L R n r else 0

/-- The integral of a function continuous on `[a, R]`, as a function of its upper limit, has
the integrand as its one-sided derivative at `R`. -/
theorem hasDerivWithinAt_integral {f : ℝ → ℝ} {a c R : ℝ} (h : a < R)
    (hf : ContinuousOn f (Icc a R)) (hc : c ∈ Icc a R) :
    HasDerivWithinAt (fun r => ∫ s in c..r, f s) (f R) (Icc a R) R := by
  -- clamp the argument to obtain a continuous integrand on the whole line
  have hmem : ∀ x, max a (min x R) ∈ Icc a R := fun x =>
    ⟨le_max_left _ _, max_le h.le (min_le_right _ _)⟩
  have hg : Continuous (fun x => f (max a (min x R))) :=
    hf.comp_continuous (by fun_prop) hmem
  have heq : ∀ x ∈ Icc a R, f (max a (min x R)) = f x := by
    intro x hx
    rw [min_eq_left hx.2, max_eq_right hx.1]
  have hint : ∀ r ∈ Icc a R,
      (∫ s in c..r, f s) = ∫ s in c..r, f (max a (min s R)) := fun r hr =>
    intervalIntegral.integral_congr
      (fun s hs => (heq s (uIcc_subset_Icc hc hr hs)).symm)
  have hR : R ∈ Icc a R := ⟨h.le, le_rfl⟩
  have hd := (hg.integral_hasStrictDerivAt c R).hasDerivAt.hasDerivWithinAt (s := Icc a R)
  exact (hd.congr hint (hint R hR)).congr_deriv (heq R hR)

/-- The potential on the sphere is proportional to the multipole moment. -/
theorem potential_boundary (L : ℕ) (R : ℝ) (n : ℝ → ℝ) :
    potential L R n R = 4 * Real.pi / (2 * L + 1) * (moment L R n / R ^ (L + 1)) := by
  simp only [potential, moment, intervalIntegral.integral_same, mul_zero, add_zero]

/-- The slope of the potential on the inner side of the sphere is `-(L + 1) / R` times its
value there. -/
theorem slope_boundary (L : ℕ) {R : ℝ} (hR : 0 < R) {n : ℝ → ℝ}
    (hn : ContinuousOn n (Icc 0 R)) :
    HasDerivWithinAt (potential L R n) (-(L + 1) / R * potential L R n R) (Iic R) R := by
  have hhalf : R / 2 < R := by linarith
  have hsub : Icc (R / 2) R ⊆ Icc 0 R := Icc_subset_Icc_left (by linarith)
  have hA := (hasDerivWithinAt_integral (f := fun s => s ^ (L + 2) * n s) hR
    ((continuous_pow (L + 2)).continuousOn.mul hn) ⟨le_rfl, hR.le⟩).mono hsub
  have hk : ContinuousOn (fun s : ℝ => s ^ (1 - (L : ℤ)) * n s) (Icc (R / 2) R) := by
    refine ContinuousOn.mul (fun s hs => ?_) (hn.mono hsub)
    have hs0 : s ≠ 0 := by
      have := hs.1
      intro h0
      linarith
    exact (continuousAt_zpow₀ s _ (Or.inl hs0)).continuousWithinAt
  have hB : HasDerivWithinAt (fun r => ∫ s in r..R, s ^ (1 - (L : ℤ)) * n s)
      (-(R ^ (1 - (L : ℤ)) * n R)) (Icc (R / 2) R) R :=
    (hasDerivWithinAt_integral hhalf hk ⟨hhalf.le, le_rfl⟩).neg.congr
      (fun r _ => intervalIntegral.integral_symm _ _) (intervalIntegral.integral_symm _ _)
  have hP := (hasDerivAt_pow (L + 1) R).hasDerivWithinAt (s := Icc (R / 2) R)
  have hQ := (hasDerivAt_pow L R).hasDerivWithinAt (s := Icc (R / 2) R)
  have key : HasDerivWithinAt (potential L R n) _ (Icc (R / 2) R) R :=
    ((hA.div hP (pow_ne_zero _ hR.ne')).add (hQ.mul hB)).const_mul
      (4 * Real.pi / (2 * (L : ℝ) + 1))
  refine (key.mono_of_mem_nhdsWithin (Icc_mem_nhdsLE hhalf)).congr_deriv ?_
  -- the two terms containing the density at the boundary cancel
  have hz : R ^ L * R ^ (1 - (L : ℤ)) = R := by
    rw [← zpow_natCast R L, ← zpow_add₀ hR.ne', show (L : ℤ) + (1 - L) = 1 by ring, zpow_one]
  have hz' : R ^ L * -(R ^ (1 - (L : ℤ)) * n R) = -(R * n R) := by
    linear_combination (-(n R)) * hz
  have e : ∀ M : ℝ, (R ^ (L + 2) * n R * R ^ (L + 1) - M * (((L : ℝ) + 1) * R ^ L)) /
      (R ^ (L + 1)) ^ 2 + -(R * n R) = -((L : ℝ) + 1) / R * (M / R ^ (L + 1)) := by
    intro M
    have hp : R ^ L ≠ 0 := pow_ne_zero _ hR.ne'
    have hR0 : R ≠ 0 := hR.ne'
    rw [pow_add R L 2, pow_succ R L]
    generalize R ^ L = P at hp ⊢
    field_simp
    ring
  rw [potential_boundary]
  simp only [intervalIntegral.integral_same, Nat.add_sub_cancel, mul_zero, zero_add, hz',
    Nat.cast_add, Nat.cast_one]
  have hM := e (moment L R n)
  unfold moment at hM ⊢
  linear_combination (4 * Real.pi / (2 * (L : ℝ) + 1)) * hM

/-- The potential vanishes on the sphere exactly when the multipole moment vanishes. -/
theorem potential_boundary_eq_zero_iff (L : ℕ) {R : ℝ} (hR : 0 < R) (n : ℝ → ℝ) :
    potential L R n R = 0 ↔ moment L R n = 0 := by
  rw [potential_boundary]
  constructor
  · intro h
    have hc : 0 < 4 * Real.pi / (2 * (L : ℝ) + 1) := by positivity
    exact (div_eq_zero_iff.mp ((mul_eq_zero.mp h).resolve_left hc.ne')).resolve_right
      (pow_ne_zero _ hR.ne')
  · intro h
    rw [h, zero_div, mul_zero]

/-- The potential and its slope from inside both vanish on the sphere exactly when the
multipole moment vanishes. -/
theorem boundary_data_zero_iff (L : ℕ) {R : ℝ} (hR : 0 < R) {n : ℝ → ℝ}
    (hn : ContinuousOn n (Icc 0 R)) :
    (potential L R n R = 0 ∧ HasDerivWithinAt (potential L R n) 0 (Iic R) R) ↔
      moment L R n = 0 := by
  rw [← potential_boundary_eq_zero_iff L hR n]
  refine ⟨fun h => h.1, fun h => ⟨h, ?_⟩⟩
  exact (slope_boundary L hR hn).congr_deriv (by rw [h, mul_zero])

/-- If the potential continued by zero is continuous at the sphere, the multipole moment
vanishes. -/
theorem moment_eq_zero_of_continuousAt (L : ℕ) {R : ℝ} (hR : 0 < R) {n : ℝ → ℝ}
    (h : ContinuousAt (continued L R n) R) : moment L R n = 0 := by
  rw [← potential_boundary_eq_zero_iff L hR n]
  -- compare the value at the sphere with the limit from outside
  have h1 : Tendsto (continued L R n) (𝓝[>] R) (𝓝 (continued L R n R)) :=
    h.tendsto.mono_left nhdsWithin_le_nhds
  have h2 : Tendsto (continued L R n) (𝓝[>] R) (𝓝 0) := by
    refine tendsto_const_nhds.congr' ?_
    filter_upwards [self_mem_nhdsWithin] with r hr
    rw [continued, if_neg (not_le_of_gt (mem_Ioi.mp hr))]
  have h3 := tendsto_nhds_unique h1 h2
  rwa [continued, if_pos le_rfl] at h3

/-- The potential continued by zero is differentiable at the sphere with zero slope exactly
when the multipole moment vanishes. -/
theorem zero_continuation_iff (L : ℕ) {R : ℝ} (hR : 0 < R) {n : ℝ → ℝ}
    (hn : ContinuousOn n (Icc 0 R)) :
    HasDerivAt (continued L R n) 0 R ↔ moment L R n = 0 := by
  refine ⟨fun h => moment_eq_zero_of_continuousAt L hR h.continuousAt, fun h => ?_⟩
  obtain ⟨hv, hd⟩ := (boundary_data_zero_iff L hR hn).mpr h
  have hin : ∀ r ∈ Iic R, continued L R n r = potential L R n r := fun r hr => by
    rw [continued, if_pos (mem_Iic.mp hr)]
  have hout : ∀ r ∈ Ici R, continued L R n r = 0 := fun r hr => by
    rcases eq_or_lt_of_le (mem_Ici.mp hr) with h0 | h0
    · rw [← h0, hin R self_mem_Iic, hv]
    · rw [continued, if_neg (not_le_of_gt h0)]
  -- join the derivatives from the two sides
  have hl := hd.congr hin (hin R self_mem_Iic)
  have hr := ((hasDerivAt_const R (0 : ℝ)).hasDerivWithinAt (s := Ici R)).congr hout
    (hout R self_mem_Ici)
  have hu := hl.union hr
  rwa [Iic_union_Ici, hasDerivWithinAt_univ] at hu

/-- For a compensation shape `g` with nonzero moment, the potential of `n - c g` continues by
zero with zero slope exactly when `c` is the ratio of the moments of `n` and `g`. -/
theorem compensation_iff (L : ℕ) {R : ℝ} (hR : 0 < R) {n g : ℝ → ℝ}
    (hn : ContinuousOn n (Icc 0 R)) (hg : ContinuousOn g (Icc 0 R))
    (hQ : moment L R g ≠ 0) (c : ℝ) :
    HasDerivAt (continued L R (fun s => n s - c * g s)) 0 R ↔
      c = moment L R n / moment L R g := by
  have hi : ∀ f : ℝ → ℝ, ContinuousOn f (Icc 0 R) →
      IntervalIntegrable (fun s => s ^ (L + 2) * f s) MeasureTheory.volume 0 R := by
    intro f hf
    apply ContinuousOn.intervalIntegrable
    rw [uIcc_of_le hR.le]
    exact (continuous_pow (L + 2)).continuousOn.mul hf
  -- the moment is linear in the density
  have hlin : moment L R (fun s => n s - c * g s) = moment L R n - c * moment L R g := by
    unfold moment
    rw [← intervalIntegral.integral_const_mul,
      ← intervalIntegral.integral_sub (hi n hn) ((hi g hg).const_mul c)]
    congr 1
    ext s
    ring
  have hcont : ContinuousOn (fun s => n s - c * g s) (Icc 0 R) := by fun_prop
  rw [zero_continuation_iff L hR hcont, hlin,
    eq_div_iff hQ, sub_eq_zero, eq_comm]

/-- The shape `s ^ L` has multipole moment `R ^ (2 L + 3) / (2 L + 3)`. -/
theorem moment_pow (L : ℕ) (R : ℝ) :
    moment L R (fun s => s ^ L) = R ^ (2 * L + 3) / (2 * L + 3) := by
  have h : ∀ s : ℝ, s ^ (L + 2) * s ^ L = s ^ (2 * L + 2) := fun s => by ring
  simp only [moment, h]
  rw [integral_pow, zero_pow (by omega), sub_zero]
  push_cast
  congr 1
  ring

end

end MultipoleZeroContinuation
```

```lean
#print axioms MultipoleZeroContinuation.zero_continuation_iff
#print axioms MultipoleZeroContinuation.compensation_iff
#print axioms MultipoleZeroContinuation.moment_pow
```

```
'MultipoleZeroContinuation.zero_continuation_iff' depends on axioms: [propext, Classical.choice, Quot.sound]
'MultipoleZeroContinuation.compensation_iff' depends on axioms: [propext, Classical.choice, Quot.sound]
'MultipoleZeroContinuation.moment_pow' depends on axioms: [propext, Classical.choice, Quot.sound]
```

## One angular channel inside a sphere

Let $L$ be a natural number, $R>0$ a sphere radius, and $n(s)$ the radial factor of a charge density $n(s)\,Y_{LM}$ inside the sphere, where $Y_{LM}$ is a spherical harmonic of degree $L$. Its multipole moment, `moment L R n`, is

$$Q=\int_0^R s^{L+2}\,n(s)\,ds ,$$

and the radial factor of its potential $V(r)\,Y_{LM}$, `potential L R n r`, is

$$V(r)=\frac{4\pi}{2L+1}\left[\frac{1}{r^{L+1}}\int_0^r s^{L+2}n(s)\,ds+r^L\int_r^R s^{1-L}n(s)\,ds\right],\qquad 0<r\le R .$$

The first term comes from charge closer to the centre than $r$, the second from charge between $r$ and the sphere. The prefactor fixes Gaussian-type units, in which the radial Poisson equation has $-4\pi n$ on its right-hand side. The file takes the integral formula as the definition of the potential and does not derive it from that differential equation. Because $1-L$ is negative for $L\ge 2$, the code writes this exponent as an integer, `1 - (L : ℤ)`.

The theorem `boundary_data_zero_iff` says that $V(R)=0$ and $V'(R)=0$ hold together if and only if $Q=0$. The slope appears as `HasDerivWithinAt (potential L R n) 0 (Iic R) R`, the derivative at $R$ along points $r\le R$. Only points close to $R$ matter for it, so the values of the formula at $r\le 0$ play no part.

The theorem `zero_continuation_iff` concerns the glued function `continued L R n`. It has an ordinary two-sided derivative equal to zero at $R$ if and only if $Q=0$. One direction needs less: by `moment_eq_zero_of_continuousAt`, continuity of the glued function at $R$ already forces $Q=0$. That theorem and `potential_boundary_eq_zero_iff` do not assume that $n$ is continuous; since Lean assigns the value zero to the integral of a non-integrable function, they carry their physical meaning only when $s^{L+2}n$ is integrable.

## Compensation charges

If there is no charge outside the sphere, the physical exterior potential is the multipole tail $\frac{4\pi}{2L+1}\,Q/r^{L+1}$. The function `continued` replaces this tail by zero. For $Q\neq0$ the replacement makes a jump at $R$; for $Q=0$ there is no tail to replace.

Compensation charges in the projector augmented-wave method serve to remove such a tail: a localised charge is given the multipole moments that make a difference of densities electrostatically invisible outside its augmentation sphere. The theorem `compensation_iff` treats a single sphere and a single $L$ channel with continuous radial functions; the point charge of a nucleus at the centre, which would enter the channel $L=0$, is therefore not covered. If a shape $g$ has moment $Q[g]\ne0$, the potential of $n-c\,g$ continues by zero with zero slope exactly when

$$c=\frac{Q[n]}{Q[g]} .$$

The condition on $Q[g]$ means that the shape can carry a multipole of the order to be cancelled. Such shapes exist for every $L$: `moment_pow` gives the shape $s^L$ the moment $R^{2L+3}/(2L+3)$, which is positive for $R>0$.

The result controls the value and the first derivative at the sphere. It makes no statement about second derivatives there, about the behaviour of $V$ at the origin, or about sums over several channels or several atoms.

## Value and slope at the sphere

Write $C=4\pi/(2L+1)$ and

$$A(r)=\int_0^r s^{L+2}n(s)\,ds,\qquad B(r)=\int_r^R s^{1-L}n(s)\,ds ,$$

so that $V=C\,[A/r^{L+1}+r^L B]$. At the sphere $A(R)=Q$ and $B(R)=0$, hence

$$V(R)=C\,\frac{Q}{R^{L+1}} .$$

Since $C$ and $R^{L+1}$ are positive, $V(R)=0$ if and only if $Q=0$.

For the slope, the fundamental theorem of calculus gives $A'(r)=r^{L+2}n(r)$ and $B'(r)=-r^{1-L}n(r)$, both read as derivatives from inside when $r=R$. The product rule then yields

$$V'(r)=C\left[r\,n(r)-(L+1)\frac{A(r)}{r^{L+2}}+L\,r^{L-1}B(r)-r\,n(r)\right].$$

The two terms with the local density cancel. For $L=0$ the term with $B$ is absent; for $L\ge1$ it vanishes at $R$ because $B(R)=0$. What remains is

$$V'(R)=-C\,(L+1)\frac{Q}{R^{L+2}}=-\frac{L+1}{R}\,V(R) .$$

The slope is therefore tied to the value, and a single condition, $Q=0$, removes both.

For the glued function, suppose first that $Q=0$. From inside it has value $0$ and slope $0$ at $R$; from outside it is constantly zero and has the same value and slope. The two one-sided derivatives agree, so the two-sided derivative exists and is zero. Conversely, if the glued function is continuous at $R$, its value there, $V(R)$, equals its limit from outside, which is zero. Hence $Q=0$.

The compensation condition follows from linearity. The moment of $n-c\,g$ is $Q[n]-c\,Q[g]$, and this vanishes exactly when $c=Q[n]/Q[g]$. For the shape $s^L$, the moment is $\int_0^R s^{2L+2}\,ds=R^{2L+3}/(2L+3)$.

## How the Lean proof follows these steps

`potential_boundary` evaluates $V(R)$. The second integral runs from $R$ to $R$ and disappears through `intervalIntegral.integral_same`. `potential_boundary_eq_zero_iff` then uses the fact that the prefactor and the power of $R$ are nonzero.

`slope_boundary` does the differentiation. It obtains `hA` and `hB`, the inside derivatives of $A$ and $B$ at $R$, and combines them with the derivatives of $r^{L+1}$ and $r^L$ by the quotient, product and sum rules. The work takes place on $[R/2,R]$, because $s^{1-L}$ can be singular at the origin. This interval contains all points just below $R$, so `mono_of_mem_nhdsWithin` turns the result into a derivative along all $r\le R$.

The rules deliver the slope in an unsimplified form, and `congr_deriv` reduces the remaining task to an algebraic identity. The equation `hz` states $R^L R^{1-L}=R$, which puts the second density term into the form $-R\,n(R)$. The identity `e` then carries out the cancellation and leaves the multiple of $V(R)$.

`boundary_data_zero_iff` combines the value and the slope. In `moment_eq_zero_of_continuousAt`, the limit from outside is computed twice, once from continuity and once from the zero branch, and uniqueness of limits equates the answers. In `zero_continuation_iff`, `hl` and `hr` are the derivatives from the left and the right, and `hl.union hr` joins them over the whole line. `compensation_iff` proves linearity of the moment, for which continuity supplies integrability, and applies the continuation theorem to $n-c\,g$.

## Clamping the argument

The proof turns on the device in `hasDerivWithinAt_integral`. The theorem it calls, `integral_hasStrictDerivAt`, differentiates an integral with respect to its upper limit when the integrand is continuous on the whole line. Here the integrand $f$ is continuous only on an interval $[a,R]$, and beyond $R$ nothing is known about it.

The remedy is to replace $f(x)$ by `f (max a (min x R))`. The inner expression leaves a point of $[a,R]$ where it is and moves any other point to the nearer endpoint. The new function equals $f$ on the interval, is constant on either side, and is continuous everywhere.

Its integral therefore has a two-sided derivative at $R$, with value $f(R)$. As long as the upper limit $r$ stays in $[a,R]$, the integrals of the clamped and the original function coincide. Restricting the derivative to this interval and exchanging one integral for the other gives the one-sided statement for $f$. The values of the density outside the sphere never enter.

The lemma also allows any fixed lower limit $c$ in $[a,R]$. The choice $c=0$ serves $A$. The choice $c=R$, with a change of sign, serves $B$.

## A dipole example

Take $L=1$, $R=1$ and $n(s)=s$. The moment is $Q[n]=\int_0^1 s^4\,ds=\tfrac15$, and the potential is

$$V(r)=\frac{4\pi}{3}\left[\frac r2-\frac{3r^3}{10}\right].$$

At the sphere $V(1)=4\pi/15$ and $V'(1)=-8\pi/15$, which is $-2V(1)$, as the slope formula requires for $L=1$.

Now compensate with the shape $g(s)=s^2$. Its moment is $Q[g]=\int_0^1 s^5\,ds=\tfrac16$, so $c=\tfrac65$ and the net density is $s-\tfrac65 s^2$. The two integrals become

$$A(r)=\frac{r^5-r^6}{5},\qquad B(r)=\frac1{10}-\frac{r^2}{2}+\frac{2r^3}{5},$$

and the potential is

$$V(r)=\frac{2\pi}{15}\left(r-3r^3+2r^4\right)=\frac{2\pi}{15}\,r\,(1-r)^2(1+2r).$$

The double zero at $r=1$ shows that value and slope vanish together. The second derivative from inside is $4\pi/5$ there, so the continuation by zero has a continuous slope at the sphere but a jump in its curvature, caused by the net density $-\tfrac15$ at the boundary.
